# At large frequency, a rescaled average over finitely many molecules, with weights summing to one, tends to the common limit of the rescaled single-molecule quantities

The lemma concerns an average Σⱼ pⱼ fⱼ(w) over finitely many molecules, with real weights pⱼ that sum to one but need not be positive, as the magnitude of the real frequency w grows without bound. Each real-valued fⱼ(w), taken without its weight and multiplied by a common factor s(w), is assumed to equal Fⱼ(1/w) at every non-zero frequency, where Fⱼ is continuous at zero and all the Fⱼ(0) equal the same number L. The conclusion is that s(w) times the average tends to L. The attempt first shows that the weighted sum Σⱼ pⱼ Fⱼ(1/w) tends to L, and then tries to show that this sum equals the rescaled average wherever w is non-zero, which holds once the magnitude of w is large enough.

Lean 4 with Mathlib refuses this proof:

```lean
import Mathlib

open Filter Topology

namespace PolaritonLinewidth

noncomputable section

variable {ι α : Type*} [Fintype ι] {l : Filter α}

/-- If the magnitude of a frequency grows without bound, its inverse tends to zero. -/
theorem inv_frequency_tendsto {w : α → ℝ} (hw : Tendsto (fun a => |w a|) l atTop) :
    Tendsto (fun a => (w a)⁻¹) l (𝓝 0) := by
  rw [tendsto_zero_iff_abs_tendsto_zero]
  refine (tendsto_inv_atTop_zero.comp hw).congr fun a => ?_
  simp only [Function.comp_apply, abs_inv]

/-- As `|w|` grows without bound, a weighted molecular average multiplied by the common factor `s w`
tends to the shared limit `L` of its rescaled terms, if each rescaled term is a function of the
inverse frequency continuous at zero. -/
theorem average_tendsto {p : ι → ℝ} (hp : ∑ j, p j = 1) {w : α → ℝ}
    (hw : Tendsto (fun a => |w a|) l atTop) (s : ℝ → ℝ) (f F : ι → ℝ → ℝ) (L : ℝ)
    (hF : ∀ j, ContinuousAt (F j) 0) (h0 : ∀ j, F j 0 = L)
    (hf : ∀ j x, x ≠ 0 → s x * f j x = F j x⁻¹) :
    Tendsto (fun a => s (w a) * ∑ j, p j * f j (w a)) l (𝓝 L) := by
  have hne : ∀ᶠ a in l, w a ≠ 0 := (hw.eventually_gt_atTop 0).mono fun a h => abs_pos.1 h
  have h1 : ∀ j, Tendsto (fun a => F j (w a)⁻¹) l (𝓝 L) := fun j => by
    rw [← h0 j]
    exact (hF j).tendsto.comp (inv_frequency_tendsto hw)
  have h2 := tendsto_finset_sum Finset.univ (fun j _ => (h1 j).const_mul (p j))
  have hL : ∑ j, p j * L = L := by rw [← Finset.sum_mul, hp, one_mul]
  rw [hL] at h2
  refine h2.congr' (hne.mono fun a ha => ?_)
  rw [Finset.mul_sum]
  refine Finset.sum_congr rfl fun j _ => ?_
  rw [← hf j _ ha]
  ring

end

end PolaritonLinewidth
```

Compiling this gives:

```
Main.lean:30:13: warning: `tendsto_finset_sum` has been deprecated: Use `tendsto_finsetSum` instead
Main.lean:34:6: error: Tactic `rewrite` failed: Did not find an occurrence of the pattern
  ?a * ∑ i ∈ ?s, ?f i
in the target expression
  ∑ c, p c * F c (w a)⁻¹ = (fun a => s (w a) * ∑ j, p j * f j (w a)) a

ι : Type u_1
α : Type u_2
inst✝ : Fintype ι
l : Filter α
p : ι → ℝ
hp : ∑ j, p j = 1
w : α → ℝ
hw : Tendsto (fun a => |w a|) l atTop
s : ℝ → ℝ
f F : ι → ℝ → ℝ
L : ℝ
hF : ∀ (j : ι), ContinuousAt (F j) 0
h0 : ∀ (j : ι), F j 0 = L
hf : ∀ (j : ι) (x : ℝ), x ≠ 0 → s x * f j x = F j x⁻¹
hne : ∀ᶠ (a : α) in l, w a ≠ 0
h1 : ∀ (j : ι), Tendsto (fun a => F j (w a)⁻¹) l (𝓝 L)
h2 : Tendsto (fun b => ∑ c, p c * F c (w b)⁻¹) l (𝓝 L)
hL : ∑ j, p j * L = L
a : α
ha : w a ≠ 0
⊢ ∑ c, p c * F c (w a)⁻¹ = (fun a => s (w a) * ∑ j, p j * f j (w a)) a
```

Cause. The error comes from the form in which `h2.congr'` leaves the goal. Its right-hand side is a function applied to an argument but not yet simplified by substituting that argument into the body: `(fun a => s (w a) * ∑ j, p j * f j (w a)) a`. `rw [Finset.mul_sum]` looks for a factor times a sum, and the only such product is inside that `fun`, where it depends on the bound variable `a`. `rw` cannot rewrite a term containing a variable bound outside that term, and it does not carry out the substitution before searching, so it finds nothing.

The added `show` line states the same goal with the substitution carried out. The two forms are equal by definition, so Lean accepts it, and the product is now in the open, where `Finset.mul_sum` can move the factor `s (w a)` inside the sum. The rest of the proof then goes through as written.

The change from `tendsto_finset_sum` to `tendsto_finsetSum` only answers the deprecation warning and has no part in curing the error.

The mended proof, as a diff:

```diff
@@ -28,8 +28,9 @@
     rw [← h0 j]
     exact (hF j).tendsto.comp (inv_frequency_tendsto hw)
-  have h2 := tendsto_finset_sum Finset.univ (fun j _ => (h1 j).const_mul (p j))
+  have h2 := tendsto_finsetSum Finset.univ (fun j _ => (h1 j).const_mul (p j))
   have hL : ∑ j, p j * L = L := by rw [← Finset.sum_mul, hp, one_mul]
   rw [hL] at h2
   refine h2.congr' (hne.mono fun a ha => ?_)
+  show ∑ j, p j * F j (w a)⁻¹ = s (w a) * ∑ j, p j * f j (w a)
   rw [Finset.mul_sum]
   refine Finset.sum_congr rfl fun j _ => ?_
```
